# Relative error and relative residual agree up to a factor $L/m$ when a linear map stretches vectors by factors between $m>0$ and $L$

## Two axes, two stretch factors

Take $A=\mathrm{diag}(1,100)$ with solution $p=(0,1)$, so that $b=Ap=(0,100)$. The iterate $x=(0.5,1)$ has a relative error of 50%. Its residual is $Ax-b=(0.5,0)$, which is only 0.5% of $b$. The error lies along the weakly stretched axis and $b$ along the strongly stretched one, so the residual understates the error by a factor of 100.

Exchanging the roles of the axes reverses the effect. With $p=(1,0)$ and $x=(1,0.5)$ the relative error is again 50%, but the relative residual is 5000%.

## Bounds for a general linear map

Let $A$ be linear, with
$$m\|v\|\le\|Av\|\le L\|v\|\quad\text{for all }v,\qquad m>0,$$
and let $Ap=b\ne0$. Write $k=L/m$, $e=\|x-p\|$ and $r=\|Ax-b\|$. The claim is that $p\neq 0$ and
$$\frac1k\,\frac{r}{\|b\|}\le\frac{e}{\|p\|}\le k\,\frac{r}{\|b\|}.$$

Since $A0=0$ and $b\ne0$, the solution $p$ is nonzero. Then $m\|p\|\le L\|p\|$ gives $L\ge m>0$. By linearity $Ax-b=A(x-p)$, and the stretch bounds applied to $x-p$ and to $p$ give
$$\frac rL\le e\le\frac rm,\qquad \frac{m}{\|b\|}\le\frac1{\|p\|}\le\frac{L}{\|b\|}.$$
All these quantities are nonnegative, so multiplying the left-hand inequalities gives the lower bound, and multiplying the right-hand ones gives the upper bound.

## Both bounds are attained

For $\mathrm{diag}(m,L)$ with $0<m\le L$,
$$m^2(v_0^2+v_1^2)\le m^2v_0^2+L^2v_1^2\le L^2(v_0^2+v_1^2),$$
so the stretch bounds hold. Let $t$ be any real number.

- For $p=(0,1)$ and $x=(t,1)$, the relative error is $|t|$ and the relative residual is $m|t|/L$. The upper bound is an equality.
- For $p=(1,0)$ and $x=(1,t)$, the relative error is $|t|$ and the relative residual is $L|t|/m$. The lower bound is an equality.

If a constant $C$ serves in the upper bound for every nonzero $p$ and every $x$, the first case with $t=1$ gives $1\le Cm/L$, hence $C\ge L/m$.

## Choosing a solver tolerance

Iterative linear solvers commonly stop when $\|Ax-b\|\le\tau\|b\|$. This guarantees a relative error of at most $k\tau$, so a target accuracy $\varepsilon$ is safe with $\tau=\varepsilon/k$. Conversely, an iterate with relative error at most $\varepsilon$ has relative residual at most $k\varepsilon$.

The estimate applies to linear response equations in electronic structure, and to the linear equation for a Newton step in an SCF calculation, provided that the stretch bounds hold with $m>0$ and the right-hand side is nonzero. It does not cover the full nonlinear SCF problem. For the linear equations, $m>0$ ensures that no nonzero error has zero residual. If $m$ is the largest and $L$ the smallest constant allowed in the stretch bounds, a large $L/m$ means that for some right-hand sides and iterates the relative residual is much smaller than the relative error.

## What the Lean statements say

`StretchBounds A m L` is the two-sided inequality, while `relError x p` and `relResidual A b x` are the two ratios. The map `A` goes between normed spaces `E` and `F` over a normed field, of any dimension; real square matrices with the Euclidean norm are a special case. The existence of a solution is assumed through `hp : A p = b`, and the constants $m$ and $L$ are supplied, not computed. Rounding errors are not modelled.

`diagMap m L` is the diagonal matrix on the Euclidean plane, whose components are numbered 0 and 1, and `!₂[a, b]` is a vector there. The equalities and the inequality $C\ge L/m$ need only $m,L>0$. The stretch bounds for this matrix also need $m\le L$, and under that condition $L/m$ is the best constant.

```lean
import Mathlib

open Matrix

namespace RelativeResidual

noncomputable section

variable {𝕜 E F : Type*} [NormedField 𝕜] [NormedAddCommGroup E] [NormedSpace 𝕜 E]
  [NormedAddCommGroup F] [NormedSpace 𝕜 F]

/-- The linear map `A` stretches every vector by a factor between `m` and `L`. -/
def StretchBounds (A : E →ₗ[𝕜] F) (m L : ℝ) : Prop :=
  ∀ v, m * ‖v‖ ≤ ‖A v‖ ∧ ‖A v‖ ≤ L * ‖v‖

/-- The error of the iterate `x` relative to the size of the solution `p`. -/
def relError (x p : E) : ℝ := ‖x - p‖ / ‖p‖

/-- The residual of `A x = b` at the iterate `x`, relative to the size of `b`. -/
def relResidual (A : E →ₗ[𝕜] F) (b : F) (x : E) : ℝ := ‖A x - b‖ / ‖b‖

/-- The norm of the residual lies between `m` and `L` times the norm of the error. -/
theorem residual_bounds {A : E →ₗ[𝕜] F} {m L : ℝ} (hA : StretchBounds A m L)
    {p : E} {b : F} (hp : A p = b) (x : E) :
    m * ‖x - p‖ ≤ ‖A x - b‖ ∧ ‖A x - b‖ ≤ L * ‖x - p‖ := by
  -- the residual is the image of the error
  have h : A x - b = A (x - p) := by rw [map_sub, hp]
  rw [h]
  exact hA (x - p)

/-- For a nonzero right-hand side the solution is nonzero, and the relative error lies between
`(L/m)⁻¹` and `L/m` times the relative residual. -/
theorem relError_bounds {A : E →ₗ[𝕜] F} {m L : ℝ} (hm : 0 < m) (hA : StretchBounds A m L)
    {p : E} {b : F} (hp : A p = b) (hb : b ≠ 0) (x : E) :
    p ≠ 0 ∧ (L / m)⁻¹ * relResidual A b x ≤ relError x p ∧
      relError x p ≤ L / m * relResidual A b x := by
  have hp0 : p ≠ 0 := by
    rintro rfl
    exact hb (by rw [← hp, map_zero])
  have hP : 0 < ‖p‖ := norm_pos_iff.2 hp0
  have hB : 0 < ‖b‖ := norm_pos_iff.2 hb
  obtain ⟨h1, h2⟩ := residual_bounds hA hp x
  obtain ⟨h3, h4⟩ := hA p
  rw [hp] at h3 h4
  have hL : 0 < L := by
    by_contra hn
    nlinarith
  have hr : 0 ≤ ‖A x - b‖ := norm_nonneg _
  refine ⟨hp0, ?_, ?_⟩
  · -- large residual forces large error
    have e : (L / m)⁻¹ * relResidual A b x = (m * ‖A x - b‖) / (L * ‖b‖) := by
      unfold relResidual
      rw [inv_div, div_mul_div_comm]
    rw [e, relError, div_le_div_iff₀ (mul_pos hL hB) hP]
    have s1 := mul_le_mul_of_nonneg_left h3 hr
    have s2 := mul_le_mul_of_nonneg_right h2 hB.le
    linarith
  · -- small residual forces small error
    rw [relError, relResidual, div_mul_div_comm, div_le_div_iff₀ hP (mul_pos hm hB)]
    have s1 := mul_le_mul_of_nonneg_right h1 hB.le
    have s2 := mul_le_mul_of_nonneg_left h4 hr
    linarith

/-- A relative residual of at most `ε / (L/m)` guarantees a relative error of at most `ε`, and a
relative error of at most `ε` implies a relative residual of at most `(L/m) ε`. -/
theorem stopping_criterion {A : E →ₗ[𝕜] F} {m L : ℝ} (hm : 0 < m)
    (hA : StretchBounds A m L) {p : E} {b : F} (hp : A p = b) (hb : b ≠ 0) (x : E) (ε : ℝ) :
    (relResidual A b x ≤ ε / (L / m) → relError x p ≤ ε) ∧
      (relError x p ≤ ε → relResidual A b x ≤ L / m * ε) := by
  obtain ⟨hp0, hlow, hup⟩ := relError_bounds hm hA hp hb x
  have hP : 0 < ‖p‖ := norm_pos_iff.2 hp0
  have hL : 0 < L := by
    by_contra hn
    have h := (hA p).1.trans (hA p).2
    nlinarith
  have hk : 0 < L / m := div_pos hL hm
  constructor
  · intro h
    rw [le_div_iff₀ hk] at h
    linarith
  · intro h
    have h' := mul_le_mul_of_nonneg_left (hlow.trans h) hk.le
    rwa [mul_inv_cancel_left₀ hk.ne'] at h'

/-- The matrix `diag(m, L)` acting on the Euclidean plane. -/
def diagMap (m L : ℝ) : EuclideanSpace ℝ (Fin 2) →ₗ[ℝ] EuclideanSpace ℝ (Fin 2) where
  toFun v := WithLp.toLp 2 (Matrix.diagonal ![m, L] *ᵥ v.ofLp)
  map_add' v w := by
    ext i
    fin_cases i <;> simp [Matrix.mulVec_diagonal] <;> ring
  map_smul' c v := by
    ext i
    fin_cases i <;> simp [Matrix.mulVec_diagonal] <;> ring

/-- The matrix `diag(m, L)` stretches every vector of the plane by a factor between `m`
and `L`. -/
theorem diagMap_stretchBounds {m L : ℝ} (hm : 0 < m) (hmL : m ≤ L) :
    StretchBounds (diagMap m L) m L := by
  intro v
  have hv : ‖v‖ ^ 2 = v 0 ^ 2 + v 1 ^ 2 := by
    simp [EuclideanSpace.norm_sq_eq, Fin.sum_univ_two]
  have hAv : ‖diagMap m L v‖ ^ 2 = (m * v 0) ^ 2 + (L * v 1) ^ 2 := by
    simp [EuclideanSpace.norm_sq_eq, Fin.sum_univ_two, diagMap]
  have hL : 0 < L := hm.trans_le hmL
  have hsq : m ^ 2 ≤ L ^ 2 := pow_le_pow_left₀ hm.le hmL 2
  -- compare the squared norms component by component
  constructor
  · rw [← sq_le_sq₀ (by positivity) (norm_nonneg _), mul_pow, hv, hAv]
    nlinarith [mul_le_mul_of_nonneg_right hsq (sq_nonneg (v 1))]
  · rw [← sq_le_sq₀ (norm_nonneg _) (by positivity), mul_pow, hv, hAv]
    nlinarith [mul_le_mul_of_nonneg_right hsq (sq_nonneg (v 0))]

/-- A vector along a coordinate axis of the plane has the modulus of its component as norm. -/
theorem norm_axis (a : ℝ) :
    ‖(!₂[a, 0] : EuclideanSpace ℝ (Fin 2))‖ = |a| ∧
      ‖(!₂[0, a] : EuclideanSpace ℝ (Fin 2))‖ = |a| := by
  constructor <;> simp [EuclideanSpace.norm_eq, Fin.sum_univ_two, Real.sqrt_sq_eq_abs]

/-- The matrix `diag(m, L)` multiplies the two components by `m` and `L`. -/
theorem diagMap_apply (m L a b : ℝ) : diagMap m L !₂[a, b] = !₂[m * a, L * b] := by
  ext i
  fin_cases i <;> simp [diagMap]

/-- For `diag(m, L)` with solution `(0, 1)` and iterate `(t, 1)` the relative error is `|t|` and
equals `L/m` times the relative residual. -/
theorem upper_bound_attained {m L : ℝ} (hm : 0 < m) (hL : 0 < L) (t : ℝ) :
    relError (!₂[t, 1] : EuclideanSpace ℝ (Fin 2)) !₂[0, 1] = |t| ∧
      relError (!₂[t, 1] : EuclideanSpace ℝ (Fin 2)) !₂[0, 1] =
        L / m * relResidual (diagMap m L) (diagMap m L !₂[0, 1]) !₂[t, 1] := by
  have hd : (!₂[t, 1] : EuclideanSpace ℝ (Fin 2)) - !₂[0, 1] = !₂[t, 0] := by
    ext i
    fin_cases i <;> simp
  have he : relError (!₂[t, 1] : EuclideanSpace ℝ (Fin 2)) !₂[0, 1] = |t| := by
    rw [relError, hd, (norm_axis t).1, (norm_axis 1).2, abs_one, div_one]
  refine ⟨he, ?_⟩
  rw [he, relResidual, ← map_sub, hd, diagMap_apply, diagMap_apply, mul_zero, mul_zero, mul_one,
    (norm_axis _).1, (norm_axis _).2, abs_mul, abs_of_pos hm, abs_of_pos hL]
  field_simp

/-- For `diag(m, L)` with solution `(1, 0)` and iterate `(1, t)` the relative error is `|t|` and
equals `(L/m)⁻¹` times the relative residual. -/
theorem lower_bound_attained {m L : ℝ} (hm : 0 < m) (hL : 0 < L) (t : ℝ) :
    relError (!₂[1, t] : EuclideanSpace ℝ (Fin 2)) !₂[1, 0] = |t| ∧
      relError (!₂[1, t] : EuclideanSpace ℝ (Fin 2)) !₂[1, 0] =
        (L / m)⁻¹ * relResidual (diagMap m L) (diagMap m L !₂[1, 0]) !₂[1, t] := by
  have hd : (!₂[1, t] : EuclideanSpace ℝ (Fin 2)) - !₂[1, 0] = !₂[0, t] := by
    ext i
    fin_cases i <;> simp
  have he : relError (!₂[1, t] : EuclideanSpace ℝ (Fin 2)) !₂[1, 0] = |t| := by
    rw [relError, hd, (norm_axis t).2, (norm_axis 1).1, abs_one, div_one]
  refine ⟨he, ?_⟩
  rw [he, relResidual, ← map_sub, hd, diagMap_apply, diagMap_apply, mul_zero, mul_zero, mul_one,
    (norm_axis _).1, (norm_axis _).2, abs_mul, abs_of_pos hm, abs_of_pos hL]
  field_simp

/-- Any constant `C` that bounds the relative error by `C` times the relative residual for all
nonzero solutions and all iterates of `diag(m, L)` is at least `L/m`. -/
theorem condition_number_optimal {m L C : ℝ} (hm : 0 < m) (hL : 0 < L)
    (hC : ∀ p x : EuclideanSpace ℝ (Fin 2), p ≠ 0 →
      relError x p ≤ C * relResidual (diagMap m L) (diagMap m L p) x) :
    L / m ≤ C := by
  obtain ⟨h1, h2⟩ := upper_bound_attained hm hL 1
  have hp : (!₂[0, 1] : EuclideanSpace ℝ (Fin 2)) ≠ 0 := by
    rw [← norm_pos_iff, (norm_axis 1).2, abs_one]
    exact one_pos
  have h := hC !₂[0, 1] !₂[1, 1] hp
  have hk : 0 < L / m := div_pos hL hm
  rw [abs_one] at h1
  rw [h2] at h h1
  -- the residual is positive and can be cancelled
  have hr : 0 < relResidual (diagMap m L) (diagMap m L !₂[0, 1]) !₂[1, 1] := by
    by_contra hn
    nlinarith
  exact le_of_mul_le_mul_right h hr

end

end RelativeResidual
```

```lean
#print axioms RelativeResidual.stopping_criterion
-- 'RelativeResidual.stopping_criterion' depends on axioms: [propext, Classical.choice, Quot.sound]
#print axioms RelativeResidual.diagMap_stretchBounds
-- 'RelativeResidual.diagMap_stretchBounds' depends on axioms: [propext, Classical.choice, Quot.sound]
#print axioms RelativeResidual.lower_bound_attained
-- 'RelativeResidual.lower_bound_attained' depends on axioms: [propext, Classical.choice, Quot.sound]
#print axioms RelativeResidual.condition_number_optimal
-- 'RelativeResidual.condition_number_optimal' depends on axioms: [propext, Classical.choice, Quot.sound]
```

## How the proof follows the derivation

`residual_bounds` rewrites the residual as `A (x - p)` and applies the stretch bounds. In `relError_bounds`, `div_le_div_iff₀` clears the denominators. The facts `s1` and `s2` are the two comparisons, each multiplied by a nonnegative norm, and `linarith` chains them. `stopping_criterion` rearranges the result using $k>0$.

`diagMap_stretchBounds` compares squared norms component by component, as above. `norm_axis` and `diagMap_apply` supply the norms and images needed for `upper_bound_attained` and `lower_bound_attained`, where `field_simp` cancels the factors $m$ and $L$. Finally, `condition_number_optimal` inserts the case $t=1$ into the assumed bound, shows that the relative residual is positive, and cancels it.
